# Above-gap BTK probabilities sum to one, and 1 + A − B tends to 1/(1 + Z²) far above the gap

The formal statement defines the four Blonder–Tinkham–Klapwijk (BTK) probabilities by closed formulas, and a separate theorem recovers them from a scattering problem in which every wave has the same wave number $k$. A common $k$ stands for equal Fermi velocities on both sides of the interface and for energies small compared with the Fermi energy.

## Unit sum and normal-state limit

An electron of energy $E$, measured from the chemical potential of the superconductor, arrives from a normal metal at a superconductor with gap $\Delta$, where $0<\Delta<E$. A delta barrier $H\delta(x)$ sits at the interface. Its real dimensionless strength is $Z=H/(\hbar v_F)$, with $v_F$ the Fermi velocity. Define

$$w=\frac{\sqrt{E^2-\Delta^2}}{E},\qquad u^2=\frac{1+w}{2},\qquad v^2=1-u^2,\qquad g=u^2+Z^2w.$$

Then $u^2-v^2=w$, and the probabilities are

$$A=\frac{u^2v^2}{g^2},\quad B=\frac{w^2Z^2(1+Z^2)}{g^2},\quad C=\frac{u^2w(1+Z^2)}{g^2},\quad D=\frac{v^2wZ^2}{g^2}.$$

$A$ is Andreev reflection (the electron returns as a hole), $B$ is normal reflection, and $C$ and $D$ are transmission without and with branch crossing. They satisfy

$$A+B+C+D=1,\qquad 1+A-B=\frac{2}{1+(1+2Z^2)w}>\frac{1}{1+Z^2},$$

and at fixed $\Delta$ and $Z$ the conductance factor $1+A-B$ tends to $1/(1+Z^2)$ as $E\to\infty$.

## The integrand of a BTK current code

In this one-dimensional mean-field model, a code obtains the current at voltage $V$, up to a constant prefactor, by integrating $[f(E-eV)-f(E)](1+A-B)$ over energy, with $f$ the Fermi function and $e$ the elementary charge. The integral covers both signs of $E$. In this model $A$ and $B$ are even in $E$, so at negative energies the formulas are evaluated at $|E|$. Above the gap, the closed form supplies the last factor without computing $A$ and $B$. Curves are usually normalised by the normal-state value $1/(1+Z^2)$, so the normalised factor should stay above 1 for $E>\Delta$ and approach 1 far from the gap.

The unit sum checks the four coded formulas together. It does not notice two interchanged probabilities, such as $A$ and $B$, and it is blind to errors in $w$: the numerators add up to $g^2$ for any $w$, provided $v^2=1-u^2$. In particular, a code that replaces a negative $E^2-\Delta^2$ by zero gets $A=1$ and $B=C=D=0$ for $0<E<\Delta$, which passes the test and is wrong whenever $Z\neq0$. Lean's real square root does the same, which is why the theorems carry the hypothesis $\Delta<E$. When $v^2$ is computed as $1-u^2$, the relation $2Euv=\Delta$ does test $w$, up to its sign.

In floating point, $1-u^2$ loses relative accuracy when $E\gg\Delta$. The equivalent form $v^2=\Delta^2/[2E^2(1+w)]$ avoids that subtraction. With it, $2Euv=\Delta$ holds whatever the value of $w$, and the relation that tests $w$, again up to its sign, is $u^2+v^2=1$.

## From the interface conditions to 1/g

**Coherence factors.** Since $0<\Delta<E$, we have $0<w<1$, so $u$ and $v$ can be taken as positive square roots. Then $4E^2u^2v^2=E^2(1-w^2)=\Delta^2$, hence $2Euv=\Delta$. Write $\xi=\sqrt{E^2-\Delta^2}=Ew$. The Bogoliubov–de Gennes equations follow:

$$\xi u+\Delta v=Eu(w+2v^2)=Eu,\qquad \Delta u-\xi v=Ev(2u^2-w)=Ev.$$

The same pair of equations says that $(v,u)$ is a solution with kinetic energy $-\xi$.

**Matching.** Let $a$ and $b$ be the amplitudes of the reflected hole and electron, and $c$ and $d$ those of the transmitted waves with spinors $(u,v)$ and $(v,u)$. Continuity gives

$$1+b=cu+dv,\qquad a=cv+du.$$

The slope jumps, divided by $ik$, give

$$(cu-dv)-(1-b)=-2iZ(1+b),\qquad (cv-du)-a=-2iZa.$$

Eliminating $a$ and $b$ leaves

$$cu(1+iZ)+iZdv=1,\qquad du(1-iZ)=iZcv.$$

Multiply the first equation by $u(1-iZ)$ and use the second to remove $d$. This gives $c\,[u^2(1+Z^2)-Z^2v^2]=u(1-iZ)$, and the bracket is $g$. The other amplitudes follow by substitution:

$$c=\frac{u(1-iZ)}{g},\quad d=\frac{iZv}{g},\quad a=\frac{uv}{g},\quad b=-\frac{w(Z^2+iZ)}{g}.$$

With $|1-iZ|^2=1+Z^2$ and $|Z^2+iZ|^2=Z^2(1+Z^2)$, one finds $A=|a|^2$, $B=|b|^2$, $C=w|c|^2$ and $D=w|d|^2$. The factor $w$ is the quasiparticle group velocity relative to that in the normal metal.

**Unit sum.** Collect the numerators by powers of $Z$. The constant term is $u^2v^2+u^2w=u^4$. The coefficient of $Z^2$ is $w^2+w(u^2+v^2)=w(1+w)=2u^2w$, and that of $Z^4$ is $w^2$. Together they form $(u^2+Z^2w)^2=g^2$.

**Conductance factor.** Since $1-g=v^2-Z^2w$,

$$g-g^2=(u^2+Z^2w)(v^2-Z^2w)=u^2v^2-w^2Z^2(1+Z^2).$$

The right-hand side is $g^2(A-B)$, so $1+A-B=1/g$, and $g=[1+(1+2Z^2)w]/2$. As $E\to\infty$, $w=\sqrt{1-(\Delta/E)^2}\to1$ and $1/g\to1/(1+Z^2)$. At finite energy,

$$\frac1g-\frac1{1+Z^2}=\frac{(1+2Z^2)(1-w)}{(1+Z^2)\,[1+(1+2Z^2)w]}>0.$$

## Lean definitions and proofs

```lean
import Mathlib

open Filter Topology
open Complex (I normSq)

namespace AndreevBTK

noncomputable section

/-- The ratio `w = √(E² - Δ²) / E` for a quasiparticle of energy `E > Δ > 0`. -/
def velocity (Δ E : ℝ) : ℝ := √(E ^ 2 - Δ ^ 2) / E

/-- The electron weight `u² = (1 + √(E² - Δ²) / E) / 2`, for `E > Δ > 0`. -/
def uSq (Δ E : ℝ) : ℝ := (1 + velocity Δ E) / 2

/-- The hole weight `v² = 1 - u²`, for `E > Δ > 0`. -/
def vSq (Δ E : ℝ) : ℝ := 1 - uSq Δ E

/-- The coherence factor `u`, for `E > Δ > 0`. -/
def cohU (Δ E : ℝ) : ℝ := √(uSq Δ E)

/-- The coherence factor `v`, for `E > Δ > 0`. -/
def cohV (Δ E : ℝ) : ℝ := √(vSq Δ E)

/-- The BTK denominator `g = u² + Z² (u² - v²)`, for `E > Δ > 0`. -/
def denom (Δ E Z : ℝ) : ℝ := uSq Δ E + Z ^ 2 * (uSq Δ E - vSq Δ E)

/-- Andreev reflection probability `A`, for `E > Δ > 0`. -/
def probA (Δ E Z : ℝ) : ℝ := uSq Δ E * vSq Δ E / denom Δ E Z ^ 2

/-- Normal reflection probability `B`, for `E > Δ > 0`. -/
def probB (Δ E Z : ℝ) : ℝ :=
  (uSq Δ E - vSq Δ E) ^ 2 * Z ^ 2 * (1 + Z ^ 2) / denom Δ E Z ^ 2

/-- Probability `C` of transmission without branch crossing, for `E > Δ > 0`. -/
def probC (Δ E Z : ℝ) : ℝ :=
  uSq Δ E * (uSq Δ E - vSq Δ E) * (1 + Z ^ 2) / denom Δ E Z ^ 2

/-- Probability `D` of transmission with branch crossing, for `E > Δ > 0`. -/
def probD (Δ E Z : ℝ) : ℝ :=
  vSq Δ E * (uSq Δ E - vSq Δ E) * Z ^ 2 / denom Δ E Z ^ 2

/-- Matching at a delta barrier of strength `Z` for an incident electron, with one common
wave number `k`: the normal side is `(1,0)e^{ikx} + a(0,1)e^{ikx} + b(1,0)e^{-ikx}`, the
superconducting side `c(u,v)e^{ikx} + d(v,u)e^{-ikx}`. Slopes are divided by `ik`. -/
structure Matching (u v Z : ℝ) (a b c d : ℂ) : Prop where
  electron : 1 + b = c * u + d * v
  hole : a = c * v + d * u
  electron_slope : (c * u - d * v) - (1 - b) = -2 * I * Z * (1 + b)
  hole_slope : (c * v - d * u) - a = -2 * I * Z * a

/-- Above the gap, `E > Δ > 0`, the ratio `√(E² - Δ²) / E` lies strictly between 0 and 1. -/
theorem velocity_bounds {Δ E : ℝ} (hΔ : 0 < Δ) (hE : Δ < E) :
    0 < velocity Δ E ∧ velocity Δ E < 1 := by
  have hE0 : 0 < E := hΔ.trans hE
  constructor
  · exact div_pos (Real.sqrt_pos.mpr (by nlinarith)) hE0
  · rw [velocity, div_lt_one hE0, Real.sqrt_lt' hE0]
    nlinarith [pow_pos hΔ 2]

/-- For `E > Δ > 0` the spinor `(u, v)` solves the Bogoliubov–de Gennes equations with
energy `E`, pair potential `Δ` and kinetic energy `√(E² - Δ²)`. -/
theorem bogoliubov_de_gennes {Δ E : ℝ} (hΔ : 0 < Δ) (hE : Δ < E) :
    √(E ^ 2 - Δ ^ 2) * cohU Δ E + Δ * cohV Δ E = E * cohU Δ E ∧
    Δ * cohU Δ E - √(E ^ 2 - Δ ^ 2) * cohV Δ E = E * cohV Δ E := by
  have hE0 : 0 < E := hΔ.trans hE
  obtain ⟨h0, h1⟩ := velocity_bounds hΔ hE
  have hu : cohU Δ E ^ 2 = (1 + velocity Δ E) / 2 :=
    Real.sq_sqrt (by unfold uSq; linarith)
  have hv : cohV Δ E ^ 2 = (1 - velocity Δ E) / 2 := by
    rw [cohV, Real.sq_sqrt (by unfold vSq uSq; linarith)]
    unfold vSq uSq
    ring
  have hw : E * velocity Δ E = √(E ^ 2 - Δ ^ 2) := by
    unfold velocity
    field_simp
  have hξ : √(E ^ 2 - Δ ^ 2) ^ 2 = E ^ 2 - Δ ^ 2 := Real.sq_sqrt (by nlinarith)
  -- the pair amplitude is u v = Δ / (2E)
  have huv : 2 * E * (cohU Δ E * cohV Δ E) = Δ := by
    have hn : 0 ≤ cohU Δ E * cohV Δ E := mul_nonneg (Real.sqrt_nonneg _) (Real.sqrt_nonneg _)
    refine (sq_eq_sq₀ (by positivity) hΔ.le).mp ?_
    calc (2 * E * (cohU Δ E * cohV Δ E)) ^ 2
        = 4 * E ^ 2 * (cohU Δ E ^ 2 * cohV Δ E ^ 2) := by ring
      _ = E ^ 2 - (E * velocity Δ E) ^ 2 := by rw [hu, hv]; ring
      _ = Δ ^ 2 := by rw [hw, hξ]; ring
  constructor
  · linear_combination -cohU Δ E * hw - cohV Δ E * huv + 2 * E * cohU Δ E * hv
  · linear_combination -cohU Δ E * huv + cohV Δ E * hw + 2 * E * cohV Δ E * hu

/-- If `u² + Z² (u² - v²)` is nonzero, the matching conditions have exactly one solution,
given by the BTK amplitudes. -/
theorem matching_iff {u v Z : ℝ} (hg : u ^ 2 + Z ^ 2 * (u ^ 2 - v ^ 2) ≠ 0) (a b c d : ℂ) :
    Matching u v Z a b c d ↔
      a = u * v / ((u : ℂ) ^ 2 + Z ^ 2 * (u ^ 2 - v ^ 2)) ∧
      b = -((u : ℂ) ^ 2 - v ^ 2) * (Z ^ 2 + I * Z) / ((u : ℂ) ^ 2 + Z ^ 2 * (u ^ 2 - v ^ 2)) ∧
      c = u * (1 - I * Z) / ((u : ℂ) ^ 2 + Z ^ 2 * (u ^ 2 - v ^ 2)) ∧
      d = I * v * Z / ((u : ℂ) ^ 2 + Z ^ 2 * (u ^ 2 - v ^ 2)) := by
  have hG : (u : ℂ) ^ 2 + Z ^ 2 * (u ^ 2 - v ^ 2) ≠ 0 := by exact_mod_cast hg
  rw [eq_div_iff hG, eq_div_iff hG, eq_div_iff hG, eq_div_iff hG]
  constructor
  · rintro ⟨h1, h2, h3, h4⟩
    -- eliminate the reflected waves, then solve for the transmitted ones
    have hE : c * u * (1 + I * Z) + I * Z * d * v = 1 := by
      linear_combination (h3 - (1 + 2 * I * Z) * h1) / 2
    have hH : d * u * (1 - I * Z) = I * Z * c * v := by
      linear_combination -(h4 + (1 - 2 * I * Z) * h2) / 2
    have hc : c * ((u : ℂ) ^ 2 + Z ^ 2 * (u ^ 2 - v ^ 2)) = u * (1 - I * Z) := by
      linear_combination u * (1 - I * Z) * hE - I * Z * v * hH
        + Z ^ 2 * c * (u ^ 2 - v ^ 2) * Complex.I_sq
    have hd : d * ((u : ℂ) ^ 2 + Z ^ 2 * (u ^ 2 - v ^ 2)) = I * v * Z := by
      linear_combination I * Z * v * hE + u * (1 + I * Z) * hH
        + Z ^ 2 * d * (u ^ 2 - v ^ 2) * Complex.I_sq
    refine ⟨?_, ?_, hc, hd⟩
    · linear_combination ((u : ℂ) ^ 2 + Z ^ 2 * (u ^ 2 - v ^ 2)) * h2 + v * hc + u * hd
    · linear_combination ((u : ℂ) ^ 2 + Z ^ 2 * (u ^ 2 - v ^ 2)) * h1 + u * hc + v * hd
  · rintro ⟨ha, hb, hc, hd⟩
    constructor <;> apply mul_right_cancel₀ hG
    · linear_combination hb - u * hc - v * hd
    · linear_combination ha - v * hc - u * hd
    · linear_combination u * hc - v * hd + (1 + 2 * I * Z) * hb
        - 2 * Z ^ 2 * (u ^ 2 - v ^ 2) * Complex.I_sq
    · linear_combination v * hc - u * hd + (2 * I * Z - 1) * ha

/-- For `E > Δ > 0` the denominator `g` is positive. -/
theorem denom_pos {Δ E : ℝ} (hΔ : 0 < Δ) (hE : Δ < E) (Z : ℝ) : 0 < denom Δ E Z := by
  have h0 := (velocity_bounds hΔ hE).1
  have h : denom Δ E Z = (1 + velocity Δ E) / 2 + Z ^ 2 * velocity Δ E := by
    unfold denom vSq uSq
    ring
  rw [h]
  positivity

/-- For `E > Δ > 0` the squared moduli of the matching amplitudes, with the factor
`u² - v²` for the transmitted waves, are the BTK probabilities. -/
theorem probabilities_of_matching {Δ E Z : ℝ} (hΔ : 0 < Δ) (hE : Δ < E) {a b c d : ℂ}
    (h : Matching (cohU Δ E) (cohV Δ E) Z a b c d) :
    normSq a = probA Δ E Z ∧ normSq b = probB Δ E Z ∧
    (uSq Δ E - vSq Δ E) * normSq c = probC Δ E Z ∧
    (uSq Δ E - vSq Δ E) * normSq d = probD Δ E Z := by
  obtain ⟨h0, h1⟩ := velocity_bounds hΔ hE
  have hu : cohU Δ E ^ 2 = uSq Δ E := Real.sq_sqrt (by unfold uSq; linarith)
  have hv : cohV Δ E ^ 2 = vSq Δ E := Real.sq_sqrt (by unfold vSq uSq; linarith)
  have hγ : cohU Δ E ^ 2 + Z ^ 2 * (cohU Δ E ^ 2 - cohV Δ E ^ 2) = denom Δ E Z := by
    rw [hu, hv, denom]
  have hw : cohU Δ E ^ 2 - cohV Δ E ^ 2 = uSq Δ E - vSq Δ E := by rw [hu, hv]
  have hγc : (cohU Δ E : ℂ) ^ 2 + Z ^ 2 * ((cohU Δ E : ℂ) ^ 2 - (cohV Δ E : ℂ) ^ 2)
      = (denom Δ E Z : ℂ) := by exact_mod_cast hγ
  have hwc : (cohU Δ E : ℂ) ^ 2 - (cohV Δ E : ℂ) ^ 2 = ((uSq Δ E - vSq Δ E : ℝ) : ℂ) := by
    exact_mod_cast hw
  have hZ : normSq ((Z : ℂ) ^ 2 + I * Z) = Z ^ 2 * (1 + Z ^ 2) := by
    rw [show (Z : ℂ) ^ 2 + I * Z = ((Z ^ 2 : ℝ) : ℂ) + (Z : ℂ) * I by push_cast; ring,
      Complex.normSq_add_mul_I]
    ring
  have hZ' : normSq (1 - I * (Z : ℂ)) = 1 + Z ^ 2 := by
    rw [show 1 - I * (Z : ℂ) = ((1 : ℝ) : ℂ) + ((-Z : ℝ) : ℂ) * I by push_cast; ring,
      Complex.normSq_add_mul_I]
    ring
  obtain ⟨ha, hb, hc, hd⟩ :=
    (matching_iff (by rw [hγ]; exact (denom_pos hΔ hE Z).ne') a b c d).mp h
  rw [hγc] at ha hb hc hd
  rw [hwc] at hb
  refine ⟨?_, ?_, ?_, ?_⟩
  · rw [ha, probA, ← hu, ← hv]
    simp only [Complex.normSq_div, Complex.normSq_mul, Complex.normSq_ofReal]
    ring
  · rw [hb, probB]
    simp only [Complex.normSq_div, Complex.normSq_mul, Complex.normSq_neg,
      Complex.normSq_ofReal, hZ]
    ring
  · rw [hc, probC]
    simp only [Complex.normSq_div, Complex.normSq_mul, Complex.normSq_ofReal, hZ']
    rw [← hu]
    ring
  · rw [hd, probD]
    simp only [Complex.normSq_div, Complex.normSq_mul, Complex.normSq_ofReal, Complex.normSq_I]
    rw [← hv]
    ring

/-- For `E > Δ > 0` the conductance factor is
`1 + A - B = 2 / (1 + (1 + 2Z²) w)` with `w = √(E² - Δ²) / E`. -/
theorem conductance_eq {Δ E : ℝ} (hΔ : 0 < Δ) (hE : Δ < E) (Z : ℝ) :
    1 + probA Δ E Z - probB Δ E Z = 2 / (1 + (1 + 2 * Z ^ 2) * velocity Δ E) := by
  have hi : denom Δ E Z * (denom Δ E Z)⁻¹ = 1 := mul_inv_cancel₀ (denom_pos hΔ hE Z).ne'
  have h : uSq Δ E * vSq Δ E - (uSq Δ E - vSq Δ E) ^ 2 * Z ^ 2 * (1 + Z ^ 2)
      = denom Δ E Z - denom Δ E Z ^ 2 := by
    unfold denom vSq
    ring
  -- the whole expression collapses to 1 / g
  have hinv : 1 + probA Δ E Z - probB Δ E Z = 1 / denom Δ E Z := by
    unfold probA probB
    linear_combination ((denom Δ E Z)⁻¹ - denom Δ E Z * (denom Δ E Z)⁻¹ - 1) * hi
      + (denom Δ E Z)⁻¹ ^ 2 * h
  have hg : denom Δ E Z = (1 + (1 + 2 * Z ^ 2) * velocity Δ E) / 2 := by
    unfold denom vSq uSq
    ring
  rw [hinv, hg, one_div_div]

/-- For `Δ > 0` the four BTK probabilities sum to 1 at every energy `E > Δ`, and
`1 + A - B` tends to `1 / (1 + Z²)` as `E` grows. -/
theorem btk_sum_and_limit {Δ : ℝ} (hΔ : 0 < Δ) (Z : ℝ) :
    (∀ E, Δ < E → probA Δ E Z + probB Δ E Z + probC Δ E Z + probD Δ E Z = 1) ∧
    Tendsto (fun E => 1 + probA Δ E Z - probB Δ E Z) atTop (𝓝 (1 / (1 + Z ^ 2))) := by
  constructor
  · intro E hE
    -- the numerators add up to g²
    have hsum : probA Δ E Z + probB Δ E Z + probC Δ E Z + probD Δ E Z
        = (uSq Δ E * vSq Δ E + (uSq Δ E - vSq Δ E) ^ 2 * Z ^ 2 * (1 + Z ^ 2)
          + uSq Δ E * (uSq Δ E - vSq Δ E) * (1 + Z ^ 2)
          + vSq Δ E * (uSq Δ E - vSq Δ E) * Z ^ 2) / denom Δ E Z ^ 2 := by
      unfold probA probB probC probD
      ring
    rw [hsum, div_eq_one_iff_eq (pow_ne_zero 2 (denom_pos hΔ hE Z).ne')]
    unfold denom vSq
    ring
  · -- far above the gap the velocity ratio tends to 1
    have hq : Tendsto (fun E : ℝ => Δ / E) atTop (𝓝 0) :=
      tendsto_const_nhds.div_atTop tendsto_id
    have hs : Tendsto (fun E : ℝ => √(1 - (Δ / E) ^ 2)) atTop (𝓝 1) := by
      have hc : Continuous (fun x : ℝ => √(1 - x ^ 2)) := by fun_prop
      have h := (hc.tendsto 0).comp hq
      have h1 : √(1 - (0 : ℝ) ^ 2) = 1 := by norm_num
      rw [h1] at h
      exact h
    have hw : Tendsto (fun E => velocity Δ E) atTop (𝓝 1) := by
      refine hs.congr' ?_
      filter_upwards [eventually_gt_atTop (0 : ℝ)] with E hE
      rw [velocity, show 1 - (Δ / E) ^ 2 = (E ^ 2 - Δ ^ 2) / E ^ 2 by
        rw [sub_div, div_self (pow_ne_zero 2 hE.ne'), div_pow],
        Real.sqrt_div' _ (sq_nonneg E), Real.sqrt_sq hE.le]
    have hlim : Tendsto (fun E => 2 / (1 + (1 + 2 * Z ^ 2) * velocity Δ E)) atTop
        (𝓝 (2 / (1 + (1 + 2 * Z ^ 2) * 1))) :=
      tendsto_const_nhds.div (tendsto_const_nhds.add (hw.const_mul _)) (by positivity)
    have hval : 2 / (1 + (1 + 2 * Z ^ 2) * 1) = 1 / (1 + Z ^ 2) := by
      rw [div_eq_div_iff (by positivity) (by positivity)]
      ring
    rw [hval] at hlim
    refine hlim.congr' ?_
    filter_upwards [eventually_gt_atTop Δ] with E hE
    exact (conductance_eq hΔ hE Z).symm

/-- At every energy `E > Δ > 0` the factor `1 + A - B` is strictly larger than
`1 / (1 + Z²)`. -/
theorem conductance_gt_normal {Δ E : ℝ} (hΔ : 0 < Δ) (hE : Δ < E) (Z : ℝ) :
    1 / (1 + Z ^ 2) < 1 + probA Δ E Z - probB Δ E Z := by
  obtain ⟨h0, h1⟩ := velocity_bounds hΔ hE
  rw [conductance_eq hΔ hE, div_lt_div_iff₀ (by positivity) (by positivity)]
  have hp : 0 < (1 + 2 * Z ^ 2) * (1 - velocity Δ E) :=
    mul_pos (by positivity) (by linarith)
  linarith

end

end AndreevBTK
```

```lean
#print axioms AndreevBTK.bogoliubov_de_gennes
-- 'AndreevBTK.bogoliubov_de_gennes' depends on axioms: [propext, Classical.choice, Quot.sound]
#print axioms AndreevBTK.probabilities_of_matching
-- 'AndreevBTK.probabilities_of_matching' depends on axioms: [propext, Classical.choice, Quot.sound]
#print axioms AndreevBTK.btk_sum_and_limit
-- 'AndreevBTK.btk_sum_and_limit' depends on axioms: [propext, Classical.choice, Quot.sound]
#print axioms AndreevBTK.conductance_gt_normal
-- 'AndreevBTK.conductance_gt_normal' depends on axioms: [propext, Classical.choice, Quot.sound]
```

## What the theorems cover, and where the model stops

`velocity` is $w$, `uSq` and `vSq` are the weights $u^2$ and $v^2$, `cohU` and `cohV` are their square roots, and `denom` is $g$. Energies and $Z$ are real numbers, while the amplitudes in `Matching` are complex. That structure holds the four interface equations.

`btk_sum_and_limit` says that, for $\Delta>0$ and any real $Z$, the probabilities sum to 1 at every $E>\Delta$, and that $1+A-B$ has the stated limit. `conductance_gt_normal` adds the strict inequality at each finite $E>\Delta$.

The proofs follow the calculation above:

- `velocity_bounds` gives $0<w<1$, and `denom_pos` deduces $g>0$, which permits every division by $g$.
- `bogoliubov_de_gennes` obtains $2Euv=\Delta$ by comparing squares of nonnegative numbers. `linear_combination` then assembles the two equations.
- `matching_iff` proves both directions, so the interface equations have exactly one solution when $g\neq0$. Its `linear_combination` steps are the eliminations, with `Complex.I_sq` supplying $i^2=-1$.
- `probabilities_of_matching` takes the squared moduli.
- `conductance_eq` proves the identity for $g-g^2$ with `ring` and reduces the factor to $1/g$.
- The limit is proved for the closed form and transferred to $1+A-B$ by `congr'`, because the two agree once $E>\Delta$.

The velocity factor $w$ in $C$ and $D$ is put in by hand and not derived from a conserved current. The wave forms are likewise built into `Matching`; the file does not solve a differential equation in space. The pair potential is a real constant on the superconducting side and zero on the normal side, with no self-consistency and no lifetime broadening. Energies at or below the gap, the current integral and floating-point error are not treated.

The limit $E\to\infty$ is a statement about the formulas. Physically it describes energies far above $\Delta$ but still far below the Fermi energy, where a common wave number remains a fair approximation.
